# Linear layers that commute with rotations about an edge do not mix different angular orders

## Which weights does symmetry about the edge allow?

A linear layer acting on edge-aligned features of positive angular order is equivariant under rotations about the edge exactly when it has no weights between different orders and only blocks [[a, −b], [b, a]] between equal orders. The edge here is the line joining two neighbouring atoms, and a feature of order m is a real pair that turns by the angle mt when the atomic structure is rotated by t about that line and the reference frame is held fixed.

I know this as the rule that equivariant layers are "block diagonal in m". Could someone derive it with every step shown, for a whole layer with many channels, and give a proof that Lean accepts?

## Equal orders couple through two numbers, unequal orders not at all

The claim holds for any finite number of input and output channels, provided that every input order is positive. It comes down to one 2×2 block, treated first.

### From finite angles to the quarter turn

Write R(t) = [[cos t, −sin t], [sin t, cos t]] for the plane rotation and J = [[0, −1], [1, 0]] for the quarter turn. Let W be a real 2×2 matrix with entries W₀₀, W₀₁, W₁₀, W₁₁ that takes a feature of order m to one of order n. Rotating before or after applying W must give the same result:

    W R(mt) = R(nt) W   for all t

The four entries of this equation are

    W₀₀ cos mt + W₀₁ sin mt = W₀₀ cos nt − W₁₀ sin nt
    W₀₁ cos mt − W₀₀ sin mt = W₀₁ cos nt − W₁₁ sin nt
    W₁₀ cos mt + W₁₁ sin mt = W₁₀ cos nt + W₀₀ sin nt
    W₁₁ cos mt − W₁₀ sin mt = W₁₁ cos nt + W₀₁ sin nt

Both sides of each line are the same function of t, so their derivatives at t = 0 agree:

    m W₀₁ = −n W₁₀
    m W₀₀ = n W₁₁
    m W₁₁ = n W₀₀
    m W₁₀ = −n W₀₁

In matrix form this is

    m W J = n J W

**Unequal orders.** Apply the relation twice:

    m² W J² = m (m W J) J = m n J W J = n J (m W J) = n² J² W

Since J² = −1, this says (m² − n²) W = 0. Orders are non-negative, so m ≠ n gives m² ≠ n², and W = 0.

**Equal positive orders.** For m = n ≥ 1 the factor m cancels, leaving W₀₁ = −W₁₀ and W₁₁ = W₀₀. With a = W₀₀ and b = W₁₀,

    W = [[a, −b], [b, a]] = a 1 + b J

Conversely, R(mt) = cos(mt) 1 + sin(mt) J. Both matrices are combinations of 1 and J, so they commute, and every such W is allowed.

**The whole layer.** Let input channel k have order mₖ, let output channel i have order nᵢ, and let Bᵢₖ be the 2×2 block of weights from k to i. The feature rotations are block diagonal, so rotating the input turns this block into Bᵢₖ R(mₖt), and rotating the output turns it into R(nᵢt) Bᵢₖ. The layer is equivariant exactly when these agree for all i, k and t, which is the problem just solved, once per block.

### The lowest orders

For m = n = 1 the features are ordinary plane vectors, and the allowed maps are rotations combined with a scaling by √(a² + b²), including the zero map. For m = 1 and n = 0 the output would have to be an invariant pair depending linearly on a vector, and only zero qualifies.

At m = n = 0 nothing turns: R(0) = 1, and all four entries of W are free. This is why the two-number form needs a positive order.

### What the Lean statement says

`planeRotation` is R(t), acting on column vectors and counterclockwise for positive t. `IsIntertwiner m n W` is the condition W R(mt) = R(nt) W for all real t, with `m` the input order and `n` the output order, both natural numbers.

The finite types `κ` and `ι` label the input and output channels, and the functions `m : κ → ℕ` and `n : ι → ℕ` give their orders. A row or column index such as `(a, i)` names the component of the pair first and the channel second. `edgeRotation` is the block-diagonal feature rotation, and `channelBlock W i k` is Bᵢₖ.

The main theorem, `equivariant_layer_iff`, is an equivalence. On the left, the layer commutes with the feature rotations at every angle. On the right, for each `i` and `k`, the block is zero if the orders differ and has the form `!![a, -b; b, a]` if they agree, with `a` and `b` free to vary from block to block. The hypothesis `hm` makes all input orders positive; output orders may be zero.

Every channel is a pair, so an invariant stored as a single number is not represented. The theorem concerns one linear map and the rotations about one fixed edge. Biases, nonlinearities, the change into the edge frame and equivariance under all rotations of space lie beyond it.

```lean
import Mathlib

open Matrix

namespace EdgeAlignedEquivariantLayer

noncomputable section

/-- The rotation of the plane by the angle `t`. -/
def planeRotation (t : ℝ) : Matrix (Fin 2) (Fin 2) ℝ :=
  !![Real.cos t, -Real.sin t; Real.sin t, Real.cos t]

/-- The quarter turn: the counterclockwise rotation of the plane by a right angle. -/
def quarterTurn : Matrix (Fin 2) (Fin 2) ℝ := !![0, -1; 1, 0]

/-- `W` maps features of angular order `m` to features of angular order `n` and
respects every rotation about the edge: `W R(mt) = R(nt) W` for all `t`. -/
def IsIntertwiner (m n : ℕ) (W : Matrix (Fin 2) (Fin 2) ℝ) : Prop :=
  ∀ t : ℝ, W * planeRotation (m * t) = planeRotation (n * t) * W

/-- Two harmonic signals that agree at all angles have the same slope at angle zero. -/
theorem harmonic_slope_eq {a b c d p q : ℝ}
    (h : ∀ t : ℝ, a * Real.cos (p * t) + b * Real.sin (p * t)
      = c * Real.cos (q * t) + d * Real.sin (q * t)) : p * b = q * d := by
  have key : ∀ a b p : ℝ,
      HasDerivAt (fun t : ℝ => a * Real.cos (p * t) + b * Real.sin (p * t)) (p * b) 0 := by
    intro a b p
    have hp : HasDerivAt (fun t : ℝ => p * t) p 0 := by
      simpa using (hasDerivAt_id (0 : ℝ)).const_mul p
    have h1 := (hp.cos.const_mul a).fun_add (hp.sin.const_mul b)
    refine h1.congr_deriv ?_
    simp only [mul_zero, Real.sin_zero, Real.cos_zero]
    ring
  have e : (fun t : ℝ => a * Real.cos (p * t) + b * Real.sin (p * t))
      = fun t : ℝ => c * Real.cos (q * t) + d * Real.sin (q * t) := funext h
  have h2 := key a b p
  rw [e] at h2
  exact h2.unique (key c d q)

/-- Infinitesimal form of equivariance: an intertwiner from order `m` to order `n`
satisfies `m W J = n J W`, where `J` is the quarter turn. -/
theorem generator_relation {m n : ℕ} {W : Matrix (Fin 2) (Fin 2) ℝ}
    (h : IsIntertwiner m n W) :
    (m : ℝ) • (W * quarterTurn) = (n : ℝ) • (quarterTurn * W) := by
  -- compare the slopes at `t = 0` of the four matrix entries
  have h00 : (m : ℝ) * W 0 1 = n * (-W 1 0) :=
    harmonic_slope_eq (a := W 0 0) (c := W 0 0) fun t => by
      have := congrFun (congrFun (h t) 0) 0
      simp [planeRotation, Matrix.mul_apply, Fin.sum_univ_two] at this
      linarith
  have h01 : (m : ℝ) * (-W 0 0) = n * (-W 1 1) :=
    harmonic_slope_eq (a := W 0 1) (c := W 0 1) fun t => by
      have := congrFun (congrFun (h t) 0) 1
      simp [planeRotation, Matrix.mul_apply, Fin.sum_univ_two] at this
      linarith
  have h10 : (m : ℝ) * W 1 1 = n * W 0 0 :=
    harmonic_slope_eq (a := W 1 0) (c := W 1 0) fun t => by
      have := congrFun (congrFun (h t) 1) 0
      simp [planeRotation, Matrix.mul_apply, Fin.sum_univ_two] at this
      linarith
  have h11 : (m : ℝ) * (-W 1 0) = n * W 0 1 :=
    harmonic_slope_eq (a := W 1 1) (c := W 1 1) fun t => by
      have := congrFun (congrFun (h t) 1) 1
      simp [planeRotation, Matrix.mul_apply, Fin.sum_univ_two] at this
      linarith
  ext i j
  fin_cases i <;> fin_cases j <;>
    simp only [Matrix.smul_apply, Matrix.mul_apply, Fin.sum_univ_two] <;>
    simp [quarterTurn] <;> linarith

/-- Features of different angular orders do not mix: an intertwiner between them is zero. -/
theorem intertwiner_eq_zero {m n : ℕ} (hmn : m ≠ n) {W : Matrix (Fin 2) (Fin 2) ℝ}
    (h : IsIntertwiner m n W) : W = 0 := by
  have g := generator_relation h
  have g00 := congrFun (congrFun g 0) 0
  have g01 := congrFun (congrFun g 0) 1
  have g10 := congrFun (congrFun g 1) 0
  have g11 := congrFun (congrFun g 1) 1
  simp only [Matrix.smul_apply, Matrix.mul_apply, Fin.sum_univ_two] at g00 g01 g10 g11
  simp [quarterTurn] at g00 g01 g10 g11
  have h00 : (m : ℝ) * W 0 1 = -(n * W 1 0) := by linarith
  have h01 : (m : ℝ) * W 0 0 = n * W 1 1 := by linarith
  have h10 : (m : ℝ) * W 1 1 = n * W 0 0 := by linarith
  have h11 : (m : ℝ) * W 1 0 = -(n * W 0 1) := by linarith
  have hne : (m : ℝ) ^ 2 - (n : ℝ) ^ 2 ≠ 0 := by
    intro h0
    have h1 := (sq_eq_sq₀ (Nat.cast_nonneg (α := ℝ) m) (Nat.cast_nonneg n)).1
      (sub_eq_zero.1 h0)
    exact hmn (by exact_mod_cast h1)
  -- using the generator relation twice gives `(m² - n²) W = 0`
  have key : ∀ x : ℝ, ((m : ℝ) ^ 2 - (n : ℝ) ^ 2) * x = 0 → x = 0 :=
    fun x hx => (mul_eq_zero.1 hx).resolve_left hne
  have e00 : W 0 0 = 0 := key _ (by linear_combination (m : ℝ) * h01 + (n : ℝ) * h10)
  have e01 : W 0 1 = 0 := key _ (by linear_combination (m : ℝ) * h00 - (n : ℝ) * h11)
  have e10 : W 1 0 = 0 := key _ (by linear_combination (m : ℝ) * h11 - (n : ℝ) * h00)
  have e11 : W 1 1 = 0 := key _ (by linear_combination (m : ℝ) * h10 + (n : ℝ) * h01)
  ext i j
  fin_cases i <;> fin_cases j <;> simp [e00, e01, e10, e11]

/-- Between features of the same positive angular order, the intertwiners are exactly the
matrices `[[a, -b], [b, a]]`. -/
theorem intertwiner_same_order_iff {m : ℕ} (hm : 0 < m) (W : Matrix (Fin 2) (Fin 2) ℝ) :
    IsIntertwiner m m W ↔ ∃ a b : ℝ, W = !![a, -b; b, a] := by
  constructor
  · intro h
    have hm0 : (m : ℝ) ≠ 0 := by exact_mod_cast hm.ne'
    -- a positive order can be cancelled, so `W` commutes with the quarter turn
    have g : W * quarterTurn = quarterTurn * W :=
      smul_right_injective _ hm0 (generator_relation h)
    have g00 := congrFun (congrFun g 0) 0
    have g10 := congrFun (congrFun g 1) 0
    simp [quarterTurn, Matrix.mul_apply, Fin.sum_univ_two] at g00 g10
    refine ⟨W 0 0, W 1 0, ?_⟩
    ext i j
    fin_cases i <;> fin_cases j <;> simp [g00, g10]
  · rintro ⟨a, b, rfl⟩ t
    ext i j
    fin_cases i <;> fin_cases j <;>
      simp [planeRotation, Matrix.mul_apply, Fin.sum_univ_two] <;> ring

variable {ι κ : Type*} [Fintype ι] [DecidableEq ι] [Fintype κ] [DecidableEq κ]

/-- Rotation by `t` about the edge, acting on a list of channels: channel `k`, of angular
order `m k`, turns by the angle `m k * t`. -/
def edgeRotation (m : κ → ℕ) (t : ℝ) : Matrix (Fin 2 × κ) (Fin 2 × κ) ℝ :=
  Matrix.blockDiagonal fun k => planeRotation (m k * t)

/-- The 2×2 block of layer weights that leads from input channel `k` to output channel `i`. -/
def channelBlock {ι κ : Type*} (W : Matrix (Fin 2 × ι) (Fin 2 × κ) ℝ) (i : ι) (k : κ) :
    Matrix (Fin 2) (Fin 2) ℝ :=
  Matrix.of fun a b => W (a, i) (b, k)

/-- A linear layer commutes with rotations about the edge exactly when each of its channel
blocks is an intertwiner. -/
theorem equivariant_iff_blocks (m : κ → ℕ) (n : ι → ℕ)
    (W : Matrix (Fin 2 × ι) (Fin 2 × κ) ℝ) :
    (∀ t, W * edgeRotation m t = edgeRotation n t * W) ↔
      ∀ i k, IsIntertwiner (m k) (n i) (channelBlock W i k) := by
  have L : ∀ t a i b k, (W * edgeRotation m t) (a, i) (b, k)
      = (channelBlock W i k * planeRotation (m k * t)) a b := by
    intro t a i b k
    simp [edgeRotation, channelBlock, Matrix.mul_apply, Matrix.blockDiagonal_apply,
      Fintype.sum_prod_type]
  have R : ∀ t a i b k, (edgeRotation n t * W) (a, i) (b, k)
      = (planeRotation (n i * t) * channelBlock W i k) a b := by
    intro t a i b k
    simp [edgeRotation, channelBlock, Matrix.mul_apply, Matrix.blockDiagonal_apply,
      Fintype.sum_prod_type]
  constructor
  · intro h i k t
    ext a b
    rw [← L, ← R, h t]
  · intro h t
    ext ⟨a, i⟩ ⟨b, k⟩
    rw [L, R, h i k t]

/-- For input channels of positive angular order, a linear layer is equivariant under
rotations about the edge exactly when its blocks between different orders vanish and its
blocks between equal orders have the form `[[a, -b], [b, a]]`. -/
theorem equivariant_layer_iff (m : κ → ℕ) (n : ι → ℕ) (hm : ∀ k, 0 < m k)
    (W : Matrix (Fin 2 × ι) (Fin 2 × κ) ℝ) :
    (∀ t, W * edgeRotation m t = edgeRotation n t * W) ↔
      ∀ i k, (m k ≠ n i → channelBlock W i k = 0) ∧
        (m k = n i → ∃ a b : ℝ, channelBlock W i k = !![a, -b; b, a]) := by
  rw [equivariant_iff_blocks]
  refine forall_congr' fun i => forall_congr' fun k => ?_
  constructor
  · intro h
    refine ⟨fun hne => intertwiner_eq_zero hne h, fun heq => ?_⟩
    rw [← heq] at h
    exact (intertwiner_same_order_iff (hm k) _).1 h
  · rintro ⟨hzero, hform⟩
    by_cases heq : m k = n i
    · rw [← heq]
      exact (intertwiner_same_order_iff (hm k) _).2 (hform heq)
    · rw [hzero heq]
      intro t
      rw [Matrix.zero_mul, Matrix.mul_zero]

/-- At angular order zero every real 2×2 matrix is an intertwiner. -/
theorem order_zero_unconstrained (W : Matrix (Fin 2) (Fin 2) ℝ) : IsIntertwiner 0 0 W := by
  intro t
  ext i j
  fin_cases i <;> fin_cases j <;>
    simp [planeRotation, Matrix.mul_apply, Fin.sum_univ_two]

end

end EdgeAlignedEquivariantLayer
```

```lean
#print axioms EdgeAlignedEquivariantLayer.equivariant_layer_iff
#print axioms EdgeAlignedEquivariantLayer.order_zero_unconstrained
```

```
'EdgeAlignedEquivariantLayer.equivariant_layer_iff' depends on axioms: [propext, Classical.choice, Quot.sound]
'EdgeAlignedEquivariantLayer.order_zero_unconstrained' depends on axioms: [propext, Classical.choice, Quot.sound]
```

### How the lemmas carry the argument

`harmonic_slope_eq` is the derivative step. It computes the slope at zero of a cos(pt) + b sin(pt) as p b, then uses the uniqueness of derivatives to equate the slopes of two signals that agree everywhere.

`generator_relation` applies this to the four entries, which `congrFun` extracts from the matrix equation, and assembles the slopes into m W J = n J W.

`intertwiner_eq_zero` reads the four scalar relations back off and combines them in pairs. For instance, m² W₀₀ = m n W₁₁ = n² W₀₀ is the content of the first `linear_combination`. The fact `hne` supplies m² − n² ≠ 0, so each entry vanishes.

`intertwiner_same_order_iff` cancels the positive order with `smul_right_injective` and reads a and b from the first column of W. Its converse multiplies the matrices out entry by entry.

`equivariant_iff_blocks` handles the channels. Its local statements `L` and `R` identify the entries of the two large products with those of Bᵢₖ R(mₖt) and R(nᵢt) Bᵢₖ. The main theorem then works block by block, splitting on whether the two orders are equal. `order_zero_unconstrained` records the free case at order zero.

### The two weights in a network

In an interatomic potential built on edge-aligned features, the result fixes which weights a purely linear layer may carry between channels of positive order: two per pair of channels with equal order, where an unconstrained block would have four, and none between different orders.

In code, one can collect the first components of all input channels of a given order in a vector x₀ and the second components in x₁. The numbers a and b for all channel pairs form two weight matrices A and B, and the layer computes

    y₀ = A x₀ − B x₁
    y₁ = B x₀ + A x₁

This is multiplication of x₀ + i x₁ by the complex matrix A + i B, where i is the imaginary unit. If the code stores the two components of every pair in the opposite order, the sign of B flips, while the set of allowed layers stays the same. The weights may also depend on the length of the edge, since a rotation about the edge leaves that length unchanged and the theorem applies at each fixed length.
